# A 1/z bound on the local approximation to second-order Φ, given shell counts and propagator decay

The lattice enters this note only through the number of sites at each distance from a fixed site $i$, and the second-order Luttinger-Ward functional $\Phi$ only through its integrand for that site at one imaginary time $\tau$. No hopping matrix is specified. How fast the propagator decays is therefore an assumption, with two constants that a user has to supply.

## The fourth-power sum and the local error

Let $r_j$ be the distance of site $j$ from $i$, and let $g_j$ be the propagator from $i$ to $j$. Suppose that at most $z^d$ sites lie at each distance $d\ge 1$, and that for $j\neq i$

$$|g_j|\le C\,q^{d}z^{-d/2},\qquad d=r_j .$$

The factor $z^{-d/2}$ reflects hopping amplitudes scaled as $1/\sqrt z$, with one such factor per step. The constant $C$ sets the overall size of the propagator, and $q$ is the decay or growth per step that remains once the scaling is taken out. If $q^4<z$, then

$$\sum_{j\ne i}|g_j|^4\le \frac{C^4q^4}{z-q^4}.$$

Take spin-½ electrons with one orbital per site, the same instantaneous on-site interaction on every site, and spin-independent propagators. The second-order integrand of site $i$ is then $\kappa\sum_j(g_jh_j)^2$. Here $h_j$ is the propagator back from $j$ to $i$ at time $-\tau$, and $\kappa$ collects the interaction and symmetry factors. The local approximation keeps only $j=i$. If $h$ obeys the same decay bound, the error is at most $|\kappa|$ times the right-hand side above. For $z>0$ and $z\ge 2q^4$ it is at most $2|\kappa|C^4q^4/z$, which falls as $1/z$ when $C$, $q$ and $\kappa$ are held fixed.

## Site-diagonal functionals in dynamical mean-field codes

Single-site dynamical mean-field theory replaces $\Phi$ by a functional of the site-diagonal propagator. For propagators that satisfy the decay assumption, the bound limits what this replacement discards from the second-order integrand.

The shell condition is easy to meet: in a connected graph where every site has at most $z$ neighbours, at most $z^d$ sites lie at graph distance $d$. The constants can be read off from data. On a finite cluster of at least two sites, choose $q>0$ with $q^4<z$ and let $C$ be the largest of all the values $|g_j|z^{r_j/2}/q^{r_j}$ and $|h_j|z^{r_j/2}/q^{r_j}$ with $j\ne i$. Whether $C$ and $q$ stay bounded as $z$ grows has to be examined for each family of lattices. On a hypercubic lattice, for example, many shortest paths can lead to the same site, and their amplitudes add.

## Summing shell by shell

A full shell at distance $d$ with the largest allowed propagator contributes

$$z^d\left(\frac{Cq^d}{z^{d/2}}\right)^4=C^4\frac{z^dq^{4d}}{z^{2d}}=C^4\left(\frac{q^4}{z}\right)^d .$$

Set $x=q^4/z$, so that $0\le x<1$. The shells add up to

$$C^4\sum_{d\ge1}x^d=C^4\frac{x}{1-x}=\frac{C^4q^4}{z-q^4}.$$

Now take any finite set of sites other than $i$ and sort it by distance. The part at distance $d$ has at most $z^d$ members, so it contributes at most $C^4x^d$. Every finite partial sum of $|g_j|^4$ is therefore at most $C^4q^4/(z-q^4)$. Since the terms are nonnegative, the full sum converges and obeys the same bound.

For the functional, expanding $(|g_j|^2-|h_j|^2)^2\ge0$ gives

$$|g_jh_j|^2\le\tfrac12\left(|g_j|^4+|h_j|^4\right).$$

Summing over $j\ne i$ bounds the discarded terms by the average of two fourth-power sums, each at most $C^4q^4/(z-q^4)$. Multiplying by $|\kappa|$ gives the error bound. If $z\ge2q^4$, then $z-q^4\ge z/2$, and the $1/z$ form follows.

The fourth-power bound is attained. Take a rooted tree with $n^d$ sites at level $d$, and set the propagator from the root equal to $Cq^dn^{-d/2}$ with $C,q\ge0$ and $q^4<n$. Every shell is then full and every propagator has its largest allowed value, so each shell contributes exactly $C^4x^d$ and the full sum equals the bound with $z=n$.

The smallest such tree has $n=1$ and is a half-infinite chain seen from its end. Here $z=1$ because $z$ only has to bound the shell sizes, although the inner sites have two neighbours. The propagator is $Cq^d$ with $q<1$, and the nonlocal sum is $C^4(q^4+q^8+\cdots)=C^4q^4/(1-q^4)$.

## The bound and the saturating tree in Lean

```lean
import Mathlib

open Finset

namespace LuttingerWardLocality

noncomputable section

variable {V : Type*} {r : V → ℕ} {i : V} {C q z : ℝ} {g h : V → ℂ}

/-- The function `r` vanishes only at the site `i`, and at most `z ^ d` sites lie at each
distance `r = d ≥ 1`. -/
structure ShellBound (r : V → ℕ) (i : V) (z : ℝ) : Prop where
  origin : ∀ j, r j = 0 ↔ j = i
  card : ∀ d, 1 ≤ d → ∀ t : Finset V, (∀ j ∈ t, r j = d) → (t.card : ℝ) ≤ z ^ d

/-- Away from the site `i` the propagator `g` is bounded by `C q^d z^(-d/2)` at distance `d`,
for `z > 0`. -/
def Decays (r : V → ℕ) (i : V) (C q z : ℝ) (g : V → ℂ) : Prop :=
  ∀ j, j ≠ i → ‖g j‖ ≤ C * q ^ r j / √z ^ r j

/-- The sum of the fourth powers of the propagator's modulus over all sites other than `i`. -/
def nonlocalQuartic (i : V) (g : V → ℂ) : ℝ :=
  ∑' j : ({i}ᶜ : Set V), ‖g j‖ ^ 4

/-- For an on-site interaction and spin-independent propagators, the second-order Luttinger-Ward
integrand of one site at fixed imaginary time: `g j` leads from the site to `j`, `h j` leads back,
and `κ` collects interaction and symmetry factors. -/
def phi2Site (κ : ℂ) (g h : V → ℂ) : ℂ := κ * ∑' j, (g j * h j) ^ 2

/-- The local approximation to the second-order integrand, which keeps only the site `i`. -/
def phi2Local (κ : ℂ) (g h : V → ℂ) (i : V) : ℂ := κ * (g i * h i) ^ 2

/-- For `z > 0`, `z ^ d` sites with propagator `C q^d z^(-d/2)` contribute
`C^4 (q^4/z)^d` to the sum of fourth powers. -/
theorem shell_weight (C q : ℝ) (hz : 0 < z) (d : ℕ) :
    z ^ d * (C * q ^ d / √z ^ d) ^ 4 = C ^ 4 * (q ^ 4 / z) ^ d := by
  have h4 : (√z ^ d) ^ 4 = z ^ d * z ^ d := by
    calc (√z ^ d) ^ 4 = (√z ^ 2) ^ d * (√z ^ 2) ^ d := by ring
      _ = z ^ d * z ^ d := by rw [Real.sq_sqrt hz.le]
  have hd : z ^ d ≠ 0 := pow_ne_zero _ hz.ne'
  rw [div_pow, h4, div_pow, ← mul_div_assoc, mul_div_mul_left _ _ hd]
  ring

/-- For `q^4 < z` the shell weights at distances `1, 2, 3, ...` sum to
`C^4 q^4 / (z - q^4)`. -/
theorem shell_series (C : ℝ) (hq : q ^ 4 < z) :
    HasSum (fun k : ℕ => C ^ 4 * (q ^ 4 / z) ^ (k + 1)) (C ^ 4 * q ^ 4 / (z - q ^ 4)) := by
  have hq0 : 0 ≤ q ^ 4 := by positivity
  have hz : 0 < z := lt_of_le_of_lt hq0 hq
  have hne : z - q ^ 4 ≠ 0 := (sub_pos.mpr hq).ne'
  have hs := (hasSum_geometric_of_lt_one (div_nonneg hq0 hz.le)
    ((div_lt_one hz).mpr hq)).mul_left (C ^ 4 * (q ^ 4 / z))
  have hx : 1 - q ^ 4 / z = (z - q ^ 4) / z := by
    rw [sub_div, div_self hz.ne']
  have hf : (fun k : ℕ => C ^ 4 * (q ^ 4 / z) ^ (k + 1))
      = fun k : ℕ => C ^ 4 * (q ^ 4 / z) * (q ^ 4 / z) ^ k := by
    funext k
    ring
  have hv : C ^ 4 * q ^ 4 / (z - q ^ 4)
      = C ^ 4 * (q ^ 4 / z) * (1 - q ^ 4 / z)⁻¹ := by
    rw [hx, inv_div]
    field_simp
  rw [hf, hv]
  exact hs

/-- If at most `z^d` sites lie at distance `d ≥ 1`, the propagator is bounded by
`C q^d z^(-d/2)` and `q^4 < z`, then the nonlocal sum of fourth powers converges and is at most
`C^4 q^4 / (z - q^4)`. -/
theorem nonlocalQuartic_le (hr : ShellBound r i z) (hg : Decays r i C q z g)
    (hq : q ^ 4 < z) :
    Summable (fun j : ({i}ᶜ : Set V) => ‖g j‖ ^ 4) ∧
      nonlocalQuartic i g ≤ C ^ 4 * q ^ 4 / (z - q ^ 4) := by
  have hq0 : 0 ≤ q ^ 4 := by positivity
  have hz : 0 < z := lt_of_le_of_lt hq0 hq
  have hpos : ∀ j : ({i}ᶜ : Set V), r j ≠ 0 := fun j hj => j.2 ((hr.origin j).1 hj)
  have key : ∀ s : Finset ({i}ᶜ : Set V),
      ∑ j ∈ s, ‖g j‖ ^ 4 ≤ C ^ 4 * q ^ 4 / (z - q ^ 4) := by
    intro s
    -- the part of `s` in a single shell
    have hk : ∀ k : ℕ, ∑ j ∈ s.filter (fun j : ({i}ᶜ : Set V) => r j - 1 = k), ‖g j‖ ^ 4
        ≤ C ^ 4 * (q ^ 4 / z) ^ (k + 1) := by
      intro k
      have hmem : ∀ j : ({i}ᶜ : Set V),
          j ∈ s.filter (fun j : ({i}ᶜ : Set V) => r j - 1 = k) → r j = k + 1 := by
        intro j hj
        have h1 := (Finset.mem_filter.mp hj).2
        have h2 := hpos j
        omega
      have hcard := hr.card (k + 1) (by omega)
        ((s.filter (fun j : ({i}ᶜ : Set V) => r j - 1 = k)).map
          (Function.Embedding.subtype _)) (by
          intro j hj
          obtain ⟨a, ha, rfl⟩ := Finset.mem_map.mp hj
          exact hmem a ha)
      rw [Finset.card_map] at hcard
      have hsum := Finset.sum_le_card_nsmul
        (s.filter (fun j : ({i}ᶜ : Set V) => r j - 1 = k))
        (fun j : ({i}ᶜ : Set V) => ‖g j‖ ^ 4) ((C * q ^ (k + 1) / √z ^ (k + 1)) ^ 4) (by
          intro j hj
          have hb := hg j j.2
          rw [hmem j hj] at hb
          exact pow_le_pow_left₀ (norm_nonneg _) hb 4)
      rw [nsmul_eq_mul] at hsum
      rw [← shell_weight C q hz]
      exact hsum.trans (mul_le_mul_of_nonneg_right hcard (by positivity))
    -- sort the sites by distance and compare with the geometric series
    have hmap : ∀ j ∈ s, r j - 1 ∈ Finset.range (s.sup (fun j => r j) + 1) := by
      intro j hj
      have hle : r j ≤ s.sup (fun j => r j) :=
        Finset.le_sup (f := fun j : ({i}ᶜ : Set V) => r j) hj
      exact Finset.mem_range.mpr (by omega)
    rw [← Finset.sum_fiberwise_of_maps_to hmap]
    exact (Finset.sum_le_sum fun k _ => hk k).trans
      (sum_le_hasSum _ (fun k _ => by positivity) (shell_series C hq))
  have hs : Summable (fun j : ({i}ᶜ : Set V) => ‖g j‖ ^ 4) :=
    summable_of_sum_le (fun j => by positivity) key
  exact ⟨hs, hs.tsum_le_of_sum_le key⟩

/-- Under the same shell bound, decay of both propagators and `q^4 < z`, the second-order site
sum converges and its local approximation errs by at most `|κ| C^4 q^4 / (z - q^4)`. -/
theorem phi2_local_error (κ : ℂ) (hr : ShellBound r i z) (hg : Decays r i C q z g)
    (hh : Decays r i C q z h) (hq : q ^ 4 < z) :
    Summable (fun j => (g j * h j) ^ 2) ∧
      ‖phi2Site κ g h - phi2Local κ g h i‖ ≤ ‖κ‖ * (C ^ 4 * q ^ 4 / (z - q ^ 4)) := by
  obtain ⟨sg, bg⟩ := nonlocalQuartic_le hr hg hq
  obtain ⟨sh, bh⟩ := nonlocalQuartic_le hr hh hq
  have hle : ∀ j : ({i}ᶜ : Set V),
      ‖(g j * h j) ^ 2‖ ≤ (‖g j‖ ^ 4 + ‖h j‖ ^ 4) / 2 := by
    intro j
    rw [norm_pow, norm_mul]
    nlinarith [sq_nonneg (‖g j‖ ^ 2 - ‖h j‖ ^ 2)]
  have hn : Summable (fun j : ({i}ᶜ : Set V) => (g j * h j) ^ 2) :=
    Summable.of_norm_bounded ((sg.add sh).div_const 2) hle
  have hb := tsum_of_norm_bounded ((sg.hasSum.add sh.hasSum).div_const 2) hle
  unfold nonlocalQuartic at bg bh
  -- separate the local term from the rest
  have hfull : HasSum (fun j => (g j * h j) ^ 2)
      ((g i * h i) ^ 2 + ∑' j : ({i}ᶜ : Set V), (g j * h j) ^ 2) :=
    HasSum.add_compl (s := {i}) (hasSum_unique _) hn.hasSum
  have hdiff : phi2Site κ g h - phi2Local κ g h i
      = κ * ∑' j : ({i}ᶜ : Set V), (g j * h j) ^ 2 := by
    rw [phi2Site, phi2Local, hfull.tsum_eq]
    ring
  refine ⟨hfull.summable, ?_⟩
  rw [hdiff, norm_mul]
  exact mul_le_mul_of_nonneg_left (by linarith) (norm_nonneg κ)

/-- Under the same shell bound and decay of both propagators, for `z > 0` and `z ≥ 2 q^4` the
error of the local approximation is at most `2 |κ| C^4 q^4 / z`. -/
theorem phi2_local_error_inv_z (κ : ℂ) (hr : ShellBound r i z) (hg : Decays r i C q z g)
    (hh : Decays r i C q z h) (hz : 0 < z) (hq : 2 * q ^ 4 ≤ z) :
    ‖phi2Site κ g h - phi2Local κ g h i‖ ≤ ‖κ‖ * (2 * (C ^ 4 * q ^ 4) / z) := by
  have hlt : q ^ 4 < z := by linarith
  refine (phi2_local_error κ hr hg hh hlt).2.trans
    (mul_le_mul_of_nonneg_left ?_ (norm_nonneg κ))
  have hA : 0 ≤ C ^ 4 * q ^ 4 := by positivity
  rw [div_le_div_iff₀ (sub_pos.mpr hlt) hz]
  nlinarith [mul_nonneg hA (sub_nonneg.mpr hq)]

/-- The sites of a rooted tree with `n ^ d` sites at level `d`. -/
abbrev TreeSite (n : ℕ) := Σ d : ℕ, Fin (n ^ d)

/-- The root of the tree, its only site at level zero. -/
def root (n : ℕ) : TreeSite n := ⟨0, ⟨0, by simp⟩⟩

/-- The propagator from the root that equals `C q^d n^(-d/2)` at level `d`, for `n ≥ 1`. -/
def treeProp (C q : ℝ) (n : ℕ) (p : TreeSite n) : ℂ :=
  ((C * q ^ p.1 / √(n : ℝ) ^ p.1 : ℝ) : ℂ)

/-- The levels of the tree satisfy the shell bound with `z = n`. -/
theorem tree_shellBound (n : ℕ) :
    ShellBound (fun p : TreeSite n => p.1) (root n) (n : ℝ) := by
  classical
  refine ⟨?_, ?_⟩
  · rintro ⟨e, c⟩
    constructor
    · intro he
      obtain rfl : e = 0 := he
      have hc : (c : ℕ) < 1 := lt_of_lt_of_eq c.isLt (pow_zero n)
      exact congrArg (fun c : Fin (n ^ 0) => (⟨0, c⟩ : TreeSite n))
        (Fin.ext (Nat.lt_one_iff.mp hc))
    · intro he
      exact congrArg (fun p : TreeSite n => p.1) he
  · intro d _ t ht
    have hsub : t ⊆ Finset.univ.image (fun c : Fin (n ^ d) => (⟨d, c⟩ : TreeSite n)) := by
      rintro ⟨e, c⟩ hp
      obtain rfl : e = d := ht _ hp
      exact Finset.mem_image.mpr ⟨c, Finset.mem_univ _, rfl⟩
    have hc := (Finset.card_le_card hsub).trans Finset.card_image_le
    rw [Finset.card_univ, Fintype.card_fin] at hc
    exact_mod_cast hc

/-- For `C, q ≥ 0` and `q^4 < n`, the tree propagator obeys the decay bound and its nonlocal sum
of fourth powers equals `C^4 q^4 / (n - q^4)`. -/
theorem tree_sharp_witness (n : ℕ) (hC : 0 ≤ C) (hq0 : 0 ≤ q) (hq : q ^ 4 < (n : ℝ)) :
    Decays (fun p : TreeSite n => p.1) (root n) C q n (treeProp C q n) ∧
      nonlocalQuartic (root n) (treeProp C q n) = C ^ 4 * q ^ 4 / (n - q ^ 4) := by
  have hn : (0 : ℝ) < n := lt_of_le_of_lt (pow_nonneg hq0 4) hq
  have hnorm : ∀ p : TreeSite n,
      ‖treeProp C q n p‖ = C * q ^ p.1 / √(n : ℝ) ^ p.1 := by
    intro p
    rw [treeProp, Complex.norm_real, Real.norm_of_nonneg (by positivity)]
  have hdec : Decays (fun p : TreeSite n => p.1) (root n) C q n (treeProp C q n) :=
    fun p _ => (hnorm p).le
  refine ⟨hdec, ?_⟩
  have hs := (nonlocalQuartic_le (tree_shellBound n) hdec hq).1
  have hfull : HasSum (fun p : TreeSite n => ‖treeProp C q n p‖ ^ 4)
      (‖treeProp C q n (root n)‖ ^ 4 + nonlocalQuartic (root n) (treeProp C q n)) :=
    HasSum.add_compl (s := {root n}) (hasSum_unique _) hs.hasSum
  -- sum each level first
  have hlevel : ∀ d : ℕ, HasSum (fun c : Fin (n ^ d) => ‖treeProp C q n ⟨d, c⟩‖ ^ 4)
      (C ^ 4 * (q ^ 4 / (n : ℝ)) ^ d) := by
    intro d
    have hsum : ∑ c : Fin (n ^ d), ‖treeProp C q n ⟨d, c⟩‖ ^ 4
        = C ^ 4 * (q ^ 4 / (n : ℝ)) ^ d := by
      simp only [hnorm, Finset.sum_const, Finset.card_univ, Fintype.card_fin, nsmul_eq_mul,
        Nat.cast_pow]
      exact shell_weight C q hn d
    rw [← hsum]
    exact hasSum_fintype _
  have hroot : ‖treeProp C q n (root n)‖ ^ 4 = C ^ 4 := by
    rw [hnorm]
    simp [root]
  have hu := ((hasSum_nat_add_iff' 1).mpr (hfull.sigma hlevel)).unique (shell_series C hq)
  rw [Finset.sum_range_one, pow_zero, mul_one, hroot] at hu
  linarith

end

end LuttingerWardLocality
```

```lean
#print axioms LuttingerWardLocality.phi2_local_error
-- 'LuttingerWardLocality.phi2_local_error' depends on axioms: [propext, Classical.choice, Quot.sound]
#print axioms LuttingerWardLocality.phi2_local_error_inv_z
-- 'LuttingerWardLocality.phi2_local_error_inv_z' depends on axioms: [propext, Classical.choice, Quot.sound]
```

## Given propagators at a single imaginary time

The type `V` is the set of sites, finite or infinite, and `r` is the distance label. `ShellBound r i z` says that only `i` has label zero and that any finite collection of sites at distance `d ≥ 1` has at most `z ^ d` members. This also excludes infinite shells. Neither edges nor a triangle inequality are required, and `z` is a real number. `Decays r i C q z g` is the propagator bound, with $z^{d/2}$ written as `√z ^ r j`. It leaves the on-site value `g i` free.

`nonlocalQuartic` is the sum over the complement of `{i}`. `phi2Site` and `phi2Local` are the full and local integrands for the one-orbital model with a uniform, instantaneous interaction described above, with `g` and `h` as independent complex functions, so no symmetry between the outward and return propagators is used. `nonlocalQuartic_le` and `phi2_local_error` state convergence along with their bounds. This matters because Lean assigns the value zero to a divergent `∑'`.

The proof follows the shell argument. `shell_weight` computes the weight of one full shell, and `shell_series` sums the weights with index `k`, where $d=k+1$. Inside `nonlocalQuartic_le`, the step `hk` bounds the part of a finite set in one shell by multiplying its size by the largest allowed term. `Finset.sum_fiberwise_of_maps_to` sorts the set by distance, and `sum_le_hasSum` compares the result with the geometric series. The resulting bound `key` on all finite sums gives both convergence and the estimate.

In `phi2_local_error`, `hle` is the inequality between the product and the fourth powers, and `HasSum.add_compl` separates site `i` from the rest. `phi2_local_error_inv_z` then needs only the comparison of $z-q^4$ with $z/2$, carried out by clearing denominators.

For the tree, `tree_shellBound` counts the sites of a level, and `tree_sharp_witness` sums each level exactly, removes the root's contribution $C^4$ and identifies the remainder with the same geometric series. The tree propagator is prescribed; it is not computed from a Hamiltonian.

For a code, the guarantee concerns one site, one imaginary time and one given pair of propagators, inserted into both the full and the local expression. The $\tau$ integral and the sum over $i$ remain to be done, with constants that hold at every time and site involved. The bound says nothing about higher orders of $\Phi$, or about the self-energy, which is a derivative of $\Phi$ and not its value. Nor does it compare a converged mean-field solution with the exact one, since the two generally have different propagators.
